# Surface states $e^{-cz}(1, e^{ia})$ of a single Weyl node on a half space: the zero-energy arc is an open ray

A Weyl semimetal is cut along a plane, and the crystal fills the half space $z > 0$. Near one band-touching point, taken here to be isotropic and untilted, the two bands are modelled by the Hamiltonian $k_x\sigma_x + k_y\sigma_y + k_z\sigma_z$, where $\sigma_x, \sigma_y, \sigma_z$ are the Pauli matrices, momenta are measured from the node, and $\hbar$ and the velocity are set to one. The surface preserves translations along $x$ and $y$, so $k_x$ and $k_y$ remain good quantum numbers, while $k_z$ becomes $-i\,d/dz$. The question is at which in-plane momenta $(k_x, k_y)$ a state of energy $E$ can be bound to the surface. When the Fermi level lies at the node, the set of such momenta at $E = 0$ is the Fermi arc. Here the question is answered within one family of trial states, $e^{-cz}(1, e^{ia})$ with real $a$ and $c$.

## The half-space Hamiltonian and the trial state

After the factor $e^{i(k_x x + k_y y)}$ is removed, a state is a spinor $\psi(z) = (\psi_0(z), \psi_1(z))$, with components numbered 0 and 1 as in Lean, and the eigenvalue equation is

$$H\psi = (k_x\sigma_x + k_y\sigma_y)\,\psi - i\sigma_z\,\psi' = E\,\psi, \qquad z > 0 ,$$

where the prime is the derivative in $z$. The surface enters through an angle $a$. The probability current along $z$ is $\psi^\dagger\sigma_z\psi = |\psi_0|^2 - |\psi_1|^2$, and it vanishes at the wall under the boundary condition $\psi_1(0) = e^{ia}\psi_0(0)$. The angle stands for the microscopic termination of the crystal, and it is postulated as a constant that does not depend on $k_x$, $k_y$ or $E$. The trial state is

$$\psi(z) = e^{-cz}\chi, \qquad \chi = (1, e^{ia}),$$

which obeys this condition by construction. It is not normalised: $|\chi|^2 = 2$, and for $c > 0$ one has $\int_0^\infty 2e^{-2cz}\,dz = 1/c$, so the normalised state is $\sqrt{c}\,e^{-cz}(1, e^{ia})$. The current, the normalisation and the bulk spectrum quoted in (e) and (g) are physical background and appear in none of the theorems.

```lean
import Mathlib

open Matrix Complex Filter Topology

namespace WeylFermiArc

noncomputable section
```

The Pauli matrices have their usual form.

```lean
/-- Pauli matrix σx. -/
def sx : Matrix (Fin 2) (Fin 2) ℂ := !![0, 1; 1, 0]

/-- Pauli matrix σy. -/
def sy : Matrix (Fin 2) (Fin 2) ℂ := !![0, -I; I, 0]

/-- Pauli matrix σz. -/
def sz : Matrix (Fin 2) (Fin 2) ℂ := !![1, 0; 0, -1]
```

The Hamiltonian is defined pointwise. `weyl kx ky v v'` is the vector $(k_x\sigma_x + k_y\sigma_y)v - i\sigma_z v'$, where $v$ is the value of the spinor and $v'$ the value of its derivative. The symbol `*ᵥ` is the product of a matrix with a vector, and the signs fix one chirality of the node.

```lean
/-- The Weyl Hamiltonian `kx σx + ky σy - i σz d/dz` at a point where the spinor has
value `v` and z-derivative `v'`. -/
def weyl (kx ky : ℝ) (v v' : Fin 2 → ℂ) : Fin 2 → ℂ :=
  ((kx : ℂ) • sx + (ky : ℂ) • sy) *ᵥ v - I • (sz *ᵥ v')
```

`IsWeylSol kx ky E ψ` says that at every $z > 0$ the function $\psi$ has a derivative $\psi'$ and that $H\psi = E\psi$ holds there. The function is defined on all of $\mathbb{R}$, but only the open half line is tested. The predicate contains no boundary condition, no decay and no normalisation.

```lean
/-- `ψ` is differentiable on the half space `z > 0` and solves `H ψ = E ψ` there. -/
def IsWeylSol (kx ky E : ℝ) (ψ : ℝ → Fin 2 → ℂ) : Prop :=
  ∀ z : ℝ, 0 < z →
    ∃ ψ' : Fin 2 → ℂ, HasDerivAt ψ ψ' z ∧ weyl kx ky (ψ z) ψ' = (E : ℂ) • ψ z
```

The spinor $\chi$ is `spinor a`, and the trial state is `surf a c`, with $c$ any real number.

```lean
/-- The boundary spinor `(1, exp(i a))`. -/
def spinor (a : ℝ) : Fin 2 → ℂ := ![1, exp ((a : ℂ) * I)]

/-- The trial surface state `exp(-c z) (1, exp(i a))`. -/
def surf (a c : ℝ) (z : ℝ) : Fin 2 → ℂ := (Real.exp (-c * z) : ℂ) • spinor a
```

The boundary condition is thus present only through the form of `surf`. The theorems do not show that every decaying solution with $\psi_1(0) = e^{ia}\psi_0(0)$ is a multiple of a trial state, and they do not treat $H$ as a self-adjoint operator on a Hilbert space.

## (a) The derivative of the trial state

Show that $\psi'(z) = e^{-cz}(-c\,\chi)$ for all real $a$, $c$ and $z$.

The spinor $\chi$ does not depend on $z$. The chain rule gives $\frac{d}{dz}e^{-cz} = -c\,e^{-cz}$, so each component has the derivative $\psi_j' = -c\,e^{-cz}\chi_j$ for $j = 0, 1$.

```lean
/-- The z-derivative of the trial state is `-c` times the state. -/
theorem hasDerivAt_surf (a c z : ℝ) :
    HasDerivAt (surf a c) ((Real.exp (-c * z) : ℂ) • ((-c : ℂ) • spinor a)) z := by
  have h0 : HasDerivAt (fun y : ℝ => -c * y) (-c) z := by
    simpa using (hasDerivAt_id z).const_mul (-c)
  have h1 : HasDerivAt (fun y : ℝ => Real.exp (-c * y)) (Real.exp (-c * z) * -c) z := h0.exp
  rw [hasDerivAt_pi]
  intro i
  have h2 := h1.ofReal_comp.mul_const (spinor a i)
  refine HasDerivAt.congr_deriv h2 ?_
  simp only [Pi.smul_apply, smul_eq_mul, Complex.ofReal_mul, Complex.ofReal_neg]
  ring
```

The steps `h0` and `h1` are the chain rule for the real function $e^{-cz}$. The lemma `hasDerivAt_pi` reduces the vector statement to components, and `h2` regards the exponential as complex and multiplies it by the constant $\chi_j$. The derivative is stated with the envelope $e^{-cz}$ as an outer factor, the form that part (c) uses.

## (b) The algebraic equation for the spinor

Insert $v = \chi$ and $v' = -c\chi$ into the Hamiltonian and show that the result equals $E\chi$ if and only if

$$E = k_x\cos a + k_y\sin a, \qquad c = k_y\cos a - k_x\sin a .$$

The derivative term becomes $-i\sigma_z(-c\chi) = ic\,\sigma_z\chi$, so the equation reads

$$\begin{pmatrix} ic & k_x - ik_y \\ k_x + ik_y & -ic \end{pmatrix}\begin{pmatrix} 1 \\ e^{ia}\end{pmatrix} = E\begin{pmatrix} 1 \\ e^{ia}\end{pmatrix}.$$

Row 0 is $(k_x - ik_y)e^{ia} + ic = E$, and row 1 is $k_x + ik_y - ic\,e^{ia} = E\,e^{ia}$. Write $C = \cos a$ and $S = \sin a$, so that $e^{ia} = C + iS$. Then

$$(k_x - ik_y)(C + iS) = (k_xC + k_yS) + i\,(k_xS - k_yC).$$

Since $E$ and $c$ are real, the real part of row 0 gives $E = k_xC + k_yS$, and the imaginary part gives $k_xS - k_yC + c = 0$. Row 0 is therefore equivalent to the two relations. It remains to show that they imply row 1, which can be written as $k_x + ik_y = (E + ic)e^{ia}$. With the two relations inserted,

$$(E + ic)(C + iS) = (EC - cS) + i\,(ES + cC) = k_x(C^2 + S^2) + i\,k_y(C^2 + S^2),$$

because the mixed terms $k_ySC$ in the real part and $k_xSC$ in the imaginary part cancel. With $C^2 + S^2 = 1$ this is $k_x + ik_y$.

```lean
/-- The spinor equation `(kx σx + ky σy + i c σz) χ = E χ` for `χ = (1, exp(i a))` holds iff
`E = kx cos a + ky sin a` and `c = ky cos a - kx sin a`. -/
theorem spinor_eq_iff (kx ky a E c : ℝ) :
    weyl kx ky (spinor a) ((-c : ℂ) • spinor a) = (E : ℂ) • spinor a ↔
      E = kx * Real.cos a + ky * Real.sin a ∧ c = ky * Real.cos a - kx * Real.sin a := by
  have hw : exp ((a : ℂ) * I) = (Real.cos a : ℂ) + (Real.sin a : ℂ) * I := by
    rw [Complex.exp_mul_I, Complex.ofReal_cos, Complex.ofReal_sin]
  have hcs : Real.cos a ^ 2 + Real.sin a ^ 2 = 1 := Real.cos_sq_add_sin_sq a
  unfold spinor
  rw [hw]
  generalize Real.cos a = C at *
  generalize Real.sin a = S at *
  -- the two rows of the left-hand side
  have r0 : weyl kx ky ![1, (C : ℂ) + S * I] ((-c : ℂ) • ![1, (C : ℂ) + S * I]) 0
      = (kx - ky * I) * (C + S * I) + I * c := by
    simp [weyl, sx, sy, sz]
    ring
  have r1 : weyl kx ky ![1, (C : ℂ) + S * I] ((-c : ℂ) • ![1, (C : ℂ) + S * I]) 1
      = kx + ky * I - I * c * (C + S * I) := by
    simp [weyl, sx, sy, sz]
    ring
  have s0 : ((E : ℂ) • ![1, (C : ℂ) + S * I]) 0 = E := by simp
  have s1 : ((E : ℂ) • ![1, (C : ℂ) + S * I]) 1 = E * (C + S * I) := by
    simp [mul_add]
  rw [funext_iff, Fin.forall_fin_two, r0, r1, s0, s1]
  constructor
  · -- real and imaginary parts of the upper row
    rintro ⟨h, -⟩
    have hre := congrArg Complex.re h
    have him := congrArg Complex.im h
    simp at hre him
    constructor <;> linarith
  · rintro ⟨rfl, rfl⟩
    have hc : (C : ℂ) ^ 2 + (S : ℂ) ^ 2 = 1 := by exact_mod_cast hcs
    constructor
    · push_cast
      linear_combination (-(ky : ℂ) * S) * Complex.I_sq
    · push_cast
      linear_combination (-((kx : ℂ) + ky * I)) * hc
        - ((ky : ℂ) * C * S - kx * S ^ 2) * Complex.I_sq
```

All five parameters are real, which is what allows the split into real and imaginary parts. Euler's formula is `hw`, and after `generalize` the only fact about $C$ and $S$ that the proof uses is the identity `hcs`. The equations `r0` and `r1` are the left sides of the two rows, `s0` and `s1` the right sides. In the forward direction the pattern `⟨h, -⟩` keeps row 0 and discards row 1, and `hre` and `him` are the real and imaginary parts. In the reverse direction $E$ and $c$ are substituted. Row 0 then needs only $i^2 = -1$, which is `Complex.I_sq`, and row 1 also needs $C^2 + S^2 = 1$ in its complex form `hc`, multiplied by $-(k_x + ik_y)$.

## (c) When the trial state solves the Weyl equation

Show that, for any real $c$, the trial state solves $H\psi = E\psi$ on $z > 0$ if and only if the two relations of (b) hold.

For a complex number $s$, scaling both the value and the derivative by $s$ scales the left side of the equation by $s$. By (a), the value and the derivative at $z$ are $s\chi$ and $s(-c\chi)$ with $s = e^{-cz}$. The equation at $z$ is therefore $e^{-cz}$ times the spinor equation of (b). If the equation holds on the half line, it holds at $z = 1$, and division by $e^{-c} \ne 0$ gives the spinor equation. Conversely, the spinor equation multiplied by $e^{-cz}$ gives the equation at every $z$.

```lean
/-- For any real `c`, `exp(-c z) (1, exp(i a))` solves the Weyl equation with energy `E` on
`z > 0` iff `E = kx cos a + ky sin a` and `c = ky cos a - kx sin a`. -/
theorem surf_solves_iff (kx ky a E c : ℝ) :
    IsWeylSol kx ky E (surf a c) ↔
      E = kx * Real.cos a + ky * Real.sin a ∧ c = ky * Real.cos a - kx * Real.sin a := by
  rw [← spinor_eq_iff]
  -- the scalar envelope factors out of the Hamiltonian
  have lin : ∀ (s : ℂ) (v v' : Fin 2 → ℂ),
      weyl kx ky (s • v) (s • v') = s • weyl kx ky v v' := by
    intro s v v'
    unfold weyl
    rw [Matrix.mulVec_smul, Matrix.mulVec_smul, smul_sub, smul_comm I s]
  constructor
  · intro h
    obtain ⟨ψ', hd, he⟩ := h 1 one_pos
    rw [hd.unique (hasDerivAt_surf a c 1)] at he
    unfold surf at he
    rw [lin, smul_comm (E : ℂ)] at he
    have hne : ((Real.exp (-c * 1) : ℝ) : ℂ) ≠ 0 :=
      Complex.ofReal_ne_zero.mpr (Real.exp_pos _).ne'
    exact smul_right_injective (Fin 2 → ℂ) hne he
  · intro h z _
    refine ⟨_, hasDerivAt_surf a c z, ?_⟩
    unfold surf
    rw [lin, h, smul_comm (E : ℂ)]
```

The theorem has no hypothesis on the sign of $c$: growing and constant trial states are included. The first rewrite replaces the two relations by the spinor equation, and `lin` is the scaling property. In the forward direction `h 1 one_pos` yields some derivative at $z = 1$, and `hd.unique` identifies it with the one from (a), since a derivative is unique. The lemma `smul_right_injective` is the division by the nonzero scalar.

The energy depends on the in-plane momentum only through its component along $(\cos a, \sin a)$, and $c$ is the component along the perpendicular unit vector $(-\sin a, \cos a)$. For $a = 0$ the spinor is $(1, 1)$, the energy is $E = k_x$ and the decay constant is $c = k_y$.

## (d) Decay into the bulk

Show that $\psi(z) \to 0$ as $z \to \infty$ if and only if $c > 0$.

If $c > 0$, then $-cz \to -\infty$, so $e^{-cz} \to 0$, and the product with the constant spinor tends to zero as well. If $c \le 0$, then $-cz \ge 0$ for $z \ge 0$, so $\psi_0(z) = e^{-cz} \ge 1$. A function that stays at least 1 does not tend to zero.

```lean
/-- The trial state tends to zero as `z → ∞` iff `c > 0`. -/
theorem surf_decays_iff (a c : ℝ) : Tendsto (surf a c) atTop (𝓝 0) ↔ 0 < c := by
  constructor
  · intro h
    by_contra hc
    have hc' : c ≤ 0 := not_lt.mp hc
    have h0 := (Complex.continuous_re.tendsto _).comp (tendsto_pi_nhds.mp h 0)
    have h1 : Tendsto (fun z : ℝ => Real.exp (-c * z)) atTop (𝓝 0) := by
      refine Tendsto.congr (fun z => ?_) h0
      show ((Real.exp (-c * z) : ℂ) * 1).re = _
      rw [mul_one, Complex.ofReal_re]
    -- for c ≤ 0 the envelope stays at least 1
    have h2 : (1 : ℝ) ≤ 0 := by
      refine ge_of_tendsto h1 ?_
      filter_upwards [eventually_ge_atTop (0 : ℝ)] with z hz
      exact Real.one_le_exp (mul_nonneg (neg_nonneg.mpr hc') hz)
    linarith
  · intro hc
    have h1 : Tendsto (fun z : ℝ => Real.exp (-c * z)) atTop (𝓝 0) :=
      Real.tendsto_exp_atBot.comp (tendsto_id.const_mul_atTop_of_neg (neg_lt_zero.mpr hc))
    have h2 := ((Complex.continuous_ofReal.tendsto 0).comp h1).smul_const (spinor a)
    rw [Complex.ofReal_zero, zero_smul] at h2
    exact h2
```

The expression `Tendsto (surf a c) atTop (𝓝 0)` is the limit $z \to \infty$ of the vector, which means convergence of both components. Decay to zero is the criterion of localisation used throughout; square integrability is not stated. The forward direction argues by contradiction. It takes the real part of component 0 in `h0`, identifies it with $e^{-cz}$ in `h1`, and passes the bound $1 \le e^{-cz}$ to the limit with `ge_of_tendsto`, which yields $1 \le 0$. The reverse direction composes $-cz \to -\infty$ with `Real.tendsto_exp_atBot`.

## (e) The constant-energy arc

Fix $a$ and $E$, and collect the momenta $k = (k_x, k_y)$ for which some trial state both solves the equation with energy $E$ and decays. In Lean this set is `arc a E`, with `k.1` for $k_x$ and `k.2` for $k_y$.

```lean
/-- The in-plane momenta at which some state `exp(-c z) (1, exp(i a))` decays as `z → ∞` and
solves the Weyl equation with energy `E`. -/
def arc (a E : ℝ) : Set (ℝ × ℝ) :=
  {k | ∃ c : ℝ, IsWeylSol k.1 k.2 E (surf a c) ∧ Tendsto (surf a c) atTop (𝓝 0)}
```

Show that this set is the open ray

$$k = E\,(\cos a, \sin a) + t\,(-\sin a, \cos a), \qquad t > 0 .$$

By (c) and (d), $k$ belongs to the set exactly when there is a $c > 0$ with $E = k_xC + k_yS$ and $c = k_yC - k_xS$. Given such a $c$, take $t = c$. The computation in (b) gives $EC - cS = k_x(C^2 + S^2) = k_x$ and $ES + cC = k_y(C^2 + S^2) = k_y$, so $k$ lies on the ray. Conversely, let $k_x = EC - tS$ and $k_y = ES + tC$ with $t > 0$. Then

$$k_xC + k_yS = E(C^2 + S^2) = E, \qquad k_yC - k_xS = t(C^2 + S^2) = t ,$$

so $c = t$ serves as a positive decay constant.

```lean
/-- The arc at energy `E` is the open ray that starts at `E (cos a, sin a)` and points along
`(-sin a, cos a)`. -/
theorem arc_eq_ray (a E : ℝ) :
    arc a E = {k | ∃ t : ℝ, 0 < t ∧
      k = (E * Real.cos a - t * Real.sin a, E * Real.sin a + t * Real.cos a)} := by
  have hcs : Real.cos a ^ 2 + Real.sin a ^ 2 = 1 := Real.cos_sq_add_sin_sq a
  ext ⟨kx, ky⟩
  simp only [arc, Set.mem_ofPred_eq, surf_solves_iff, surf_decays_iff, Prod.mk.injEq]
  constructor
  · rintro ⟨c, ⟨hE, hc⟩, hpos⟩
    refine ⟨c, hpos, ?_, ?_⟩
    · rw [hE, hc]; linear_combination (-kx) * hcs
    · rw [hE, hc]; linear_combination (-ky) * hcs
  · rintro ⟨t, hpos, hx, hy⟩
    refine ⟨t, ⟨?_, ?_⟩, hpos⟩
    · rw [hx, hy]; linear_combination (-E) * hcs
    · rw [hx, hy]; linear_combination (-t) * hcs
```

The theorem is an equality of subsets of $\mathbb{R}^2$, valid for every real $a$ and $E$. The `simp only` line replaces the two physical conditions by (c) and (d). The witnesses are `c` in one direction and `t` in the other, and the four `linear_combination` calls are the four equations above, each a multiple of `hcs`. The parameter $t$ is both the distance from the starting point and the inverse decay length, so the state spreads into the bulk as the starting point is approached. For $E \ne 0$ that point lies on the circle $k_x^2 + k_y^2 = E^2$, the rim of the projected bulk constant-energy sphere, and the ray is perpendicular to the radius there.

The second condition in `arc` is easily lost, because the differential equation alone already fixes $E$ and $c$. Without it, (c) admits every real $c$, and the set becomes the whole line $k_x\cos a + k_y\sin a = E$. On the half with $c < 0$ the trial state grows into the crystal, and at $c = 0$ it is constant in $z$; neither is bound to the surface.

## (f) The Fermi arc

Show that at $E = 0$ the set is the open ray $k = t\,(-\sin a, \cos a)$ with $t > 0$.

Setting $E = 0$ in (e) removes the offset and leaves $k_x = -t\sin a$, $k_y = t\cos a$. The ray starts at the projection of the node, $k = 0$, which is excluded, and its direction is set by the boundary angle. For $a = 0$ it is the positive $k_y$ axis.

```lean
/-- The set `arc a 0` of momenta carrying a decaying zero-energy trial state is the open ray from `k
= 0` along `(-sin a, cos a)`. -/
theorem fermi_arc_eq_ray (a : ℝ) :
    arc a 0 = {k | ∃ t : ℝ, 0 < t ∧ k = (-(t * Real.sin a), t * Real.cos a)} := by
  rw [arc_eq_ray]
  simp only [zero_mul, zero_sub, zero_add]
```

The proof rewrites with `arc_eq_ray` and clears the terms that contain the factor zero. In a crystal the surface Brillouin zone is bounded, and an arc that leaves one node's projection can end at that of a node of opposite chirality. The linearised model has one node and a constant angle, so its arc is straight and runs to infinity. For a non-interacting single node with this one-parameter boundary condition, the result describes how an arc in a surface spectrum attaches to the projected node and how the penetration depth $1/c$ diverges there.

## (g) The position of the surface energy relative to the bulk bands

Show that a trial state that solves the equation has $E^2 + c^2 = k_x^2 + k_y^2$, and that $E^2 < k_x^2 + k_y^2$ when $c \ne 0$.

By (c),

$$E^2 + c^2 = (k_xC + k_yS)^2 + (k_yC - k_xS)^2 .$$

The cross terms $2k_xk_yCS$ and $-2k_xk_yCS$ cancel, and the rest is $(k_x^2 + k_y^2)(C^2 + S^2) = k_x^2 + k_y^2$. For $c \ne 0$ the square $c^2$ is positive, which gives the strict inequality.

Bulk plane waves with real $k_z$ have $E^2 = k_x^2 + k_y^2 + k_z^2 \ge k_x^2 + k_y^2$, so the inequality is read as placing the surface energy in the gap of the projected bands at the same in-plane momentum. The identity is the bulk relation with $k_z = ic$. The only hypothesis of the theorem is `h`, that the trial state is a solution, and decay is not assumed, so the inequality covers $c < 0$ too. The step `key` is the expansion above, with the factor $k_x^2 + k_y^2$ multiplying `Real.cos_sq_add_sin_sq a`, and `positivity` supplies $c^2 > 0$ from $c \ne 0$.

```lean
/-- A trial state `surf a c` (any real `c`) solving the Weyl equation has `E² + c² = kx² + ky²`, and
if `c ≠ 0` then `E² < kx² + ky²`. -/
theorem surf_in_gap (kx ky a E c : ℝ) (h : IsWeylSol kx ky E (surf a c)) :
    E ^ 2 + c ^ 2 = kx ^ 2 + ky ^ 2 ∧ (c ≠ 0 → E ^ 2 < kx ^ 2 + ky ^ 2) := by
  obtain ⟨hE, hc⟩ := (surf_solves_iff kx ky a E c).mp h
  have key : E ^ 2 + c ^ 2 = kx ^ 2 + ky ^ 2 := by
    rw [hE, hc]
    linear_combination (kx ^ 2 + ky ^ 2) * Real.cos_sq_add_sin_sq a
  refine ⟨key, fun hne => ?_⟩
  have : 0 < c ^ 2 := by positivity
  linarith

end

end WeylFermiArc
```

```lean
#print axioms WeylFermiArc.fermi_arc_eq_ray
#print axioms WeylFermiArc.surf_in_gap
```

```
'WeylFermiArc.fermi_arc_eq_ray' depends on axioms: [propext, Classical.choice, Quot.sound]
'WeylFermiArc.surf_in_gap' depends on axioms: [propext, Classical.choice, Quot.sound]
```
